# The adjacency spectrum of a graph does not determine its matching number

A matching with $k$ edges is represented here by two lists of sites, $p_0,\dots,p_{k-1}$ and $q_0,\dots,q_{k-1}$, such that $p_i$ and $q_i$ are joined by an edge for each $i$ and all $2k$ listed sites are distinct. The matching number is the largest $k$ for which such lists exist. A matching could also be modelled as a subgraph in which every site has exactly one neighbour. That would remove the arbitrary order and orientation of the edges and leave the matching number the same, but the bounds below would then have to count the edges of a subgraph instead of the entries of a list.

## Equal polynomials, different matchings

Let $V$ be a finite set of $n$ sites, and let $S$ and $T$ be disjoint blocks of sites. Join every site of $S$ to every site of $T$, and leave all other sites isolated. The characteristic polynomial $P(X)=\det(XI-A)$ of the adjacency matrix $A$ satisfies

$$X^2P(X)=X^n\,(X^2-|S||T|).$$

If $|S|,|T|\ge 2$ and $n=|S||T|+1$, the star on the same $n$ sites has the same polynomial. The star is connected and has matching number $1$; the other graph is disconnected and has matching number $\min(|S|,|T|)$.

The smallest case has five sites: the star with four leaves, and a four-ring with one isolated site. Both have $P(X)=X^5-4X^3$, with eigenvalues $2$, $-2$ and a threefold $0$, but their matching numbers are $1$ and $2$.

## Spectral keys in a graph code

A program that files graphs under their characteristic polynomial cannot store one matching number per key and be right for every graph, because the two five-site graphs share a key. Further information about the graph is needed; computing the matching from the edges is one way to supply it.

The same holds for a non-interacting Hückel model with one orbital per site, equal site energies $\alpha$ and equal couplings $\beta$ on all edges. Its Hamiltonian is $\alpha I+\beta A$, so its complete list of orbital energies does not fix how many disjoint two-site bonds can be drawn on the graph. This is a statement about the model on arbitrary graphs: the centre of the five-site star has four neighbours, whereas a carbon atom in a conjugated hydrocarbon has at most three neighbours in the π system.

## From two indicator vectors to the matching number

**The polynomial.** Let $1_S$ and $1_T$ be the indicator vectors of the blocks. Since the blocks are disjoint,

$$A_{uv}=1_S(u)1_T(v)+1_T(u)1_S(v).$$

Hence $A=BC$, where $B$ is the $n\times2$ matrix with columns $1_S,1_T$ and $C$ is the $2\times n$ matrix with rows $1_T,1_S$. In the opposite order, using $1_S\cdot1_T=0$, $1_S\cdot1_S=|S|$ and $1_T\cdot1_T=|T|$,

$$CB=\begin{pmatrix}0&|T|\\|S|&0\end{pmatrix},\qquad \det(XI_2-CB)=X^2-|S||T|.$$

To relate the two products, evaluate one block determinant by eliminating either block:

$$\det\begin{pmatrix}XI_n&B\\C&I_2\end{pmatrix}=\det(XI_n-BC)=X^n\det(I_2-X^{-1}CB)=X^{n-2}\det(XI_2-CB).$$

Multiplying by $X^2$ gives the identity. The star with centre $c$ is the case of blocks $\{c\}$ and $V\setminus\{c\}$, whose sizes have product $n-1$. When $n-1=|S||T|$, the right-hand sides agree, and cancelling $X^2$ gives equal polynomials.

**The matching number.** Suppose that a set $K$ of sites touches every edge. Each edge of a matching has an end in $K$, and ends chosen from different edges are different sites, so $k\le|K|$. Both $S$ and $T$ touch every edge, hence $k\le\min(|S|,|T|)$. Pairing that many sites of $S$ with as many sites of $T$ attains the bound. For the star the smaller block is $\{c\}$, so the value is $1$.

**Connectivity.** The number of sites outside both blocks is

$$|S||T|+1-|S|-|T|=(|S|-1)(|T|-1)\ge1.$$

Such a site has no edges, so it cannot be reached from $S$, and the graph is disconnected. In the star, every site is the centre or its neighbour.

**No function of the polynomial.** If a function $f$ returned the matching number from the polynomial, the five-site pair would require $f(X^5-4X^3)$ to be both $1$ and $2$.

## The Lean file

```lean
import Mathlib

open Polynomial

namespace IsospectralMatching

noncomputable section

variable {V : Type*} [Fintype V] [DecidableEq V]

open Classical in
/-- The real adjacency matrix of a graph. -/
def adjacency (G : SimpleGraph V) : Matrix V V ℝ := G.adjMatrix ℝ

/-- The graph joining every site of block `S` to every site of block `T` other than itself; sites
outside both blocks are isolated. -/
def biclique (S T : Finset V) : SimpleGraph V :=
  SimpleGraph.fromRel fun u v => u ∈ S ∧ v ∈ T

/-- The star with centre `c`, whose leaves are all the other sites. -/
def starAt (c : V) : SimpleGraph V := biclique {c} {c}ᶜ

/-- The graph has `k` edges `p i — q i` whose `2k` end points are all distinct. -/
def HasMatching (G : SimpleGraph V) (k : ℕ) : Prop :=
  ∃ p q : Fin k → V, (∀ i, G.Adj (p i) (q i)) ∧ Function.Injective (Sum.elim p q)

/-- The largest matching of the graph has exactly `k` edges. -/
def IsMatchingNumber (G : SimpleGraph V) (k : ℕ) : Prop :=
  IsGreatest {n | HasMatching G n} k

/-- The indicator vector of a block of sites. -/
def ind (S : Finset V) (v : V) : ℝ := if v ∈ S then 1 else 0

omit [Fintype V] [DecidableEq V] in
/-- For disjoint blocks, two sites are bonded exactly when they lie in opposite blocks. -/
theorem biclique_adj {S T : Finset V} (h : Disjoint S T) (u v : V) :
    (biclique S T).Adj u v ↔ (u ∈ S ∧ v ∈ T) ∨ (v ∈ S ∧ u ∈ T) := by
  rw [biclique, SimpleGraph.fromRel_adj]
  constructor
  · exact And.right
  · intro hh
    refine ⟨?_, hh⟩
    rintro rfl
    rcases hh with ⟨a, b⟩ | ⟨a, b⟩ <;> exact Finset.disjoint_left.mp h a b

/-- The characteristic polynomial `P` of a complete bipartite graph with isolated sites
satisfies `X² P = X^|V| (X² - |S||T|)`. -/
theorem biclique_charpoly {S T : Finset V} (h : Disjoint S T) :
    X ^ 2 * (adjacency (biclique S T)).charpoly =
      X ^ Fintype.card V * (X ^ 2 - C ((S.card : ℝ) * T.card)) := by
  have hd : ∀ v, v ∈ S → v ∉ T := fun v hv => Finset.disjoint_left.mp h hv
  -- the adjacency matrix factors through a two-dimensional space
  have hA : adjacency (biclique S T) =
      (Matrix.of fun v => ![ind S v, ind T v] : Matrix V (Fin 2) ℝ) *
        (Matrix.of ![ind T, ind S] : Matrix (Fin 2) V ℝ) := by
    ext u v
    have hu := hd u
    have hv := hd v
    clear hd
    by_cases h1 : u ∈ S <;> by_cases h2 : u ∈ T <;> by_cases h3 : v ∈ S <;>
      by_cases h4 : v ∈ T <;>
      simp_all [adjacency, SimpleGraph.adjMatrix_apply, biclique_adj h, Matrix.mul_apply,
        Fin.sum_univ_two, ind]
  have hsq : ∀ R : Finset V, ∑ v, ind R v * ind R v = (R.card : ℝ) := by
    intro R
    have h1 : ∀ v, ind R v * ind R v = ind R v := by
      intro v
      unfold ind
      split_ifs <;> simp
    simp only [h1]
    simp [ind]
  have hST : ∑ v, ind S v * ind T v = 0 := by
    refine Finset.sum_eq_zero fun v _ => ?_
    by_cases hv : v ∈ S
    · simp [ind, hd v hv]
    · simp [ind, hv]
  have hTS : ∑ v, ind T v * ind S v = 0 := by
    rw [← hST]
    exact Finset.sum_congr rfl fun v _ => mul_comm _ _
  -- the factors in the opposite order give a 2 × 2 matrix
  have hB : (Matrix.of ![ind T, ind S] : Matrix (Fin 2) V ℝ) *
      (Matrix.of fun v => ![ind S v, ind T v] : Matrix V (Fin 2) ℝ) =
      !![0, (T.card : ℝ); (S.card : ℝ), 0] := by
    ext i j
    fin_cases i <;> fin_cases j <;> simp [Matrix.mul_apply, hsq, hST, hTS]
  have htr : (!![0, (T.card : ℝ); (S.card : ℝ), 0]).trace = 0 := by
    simp [Matrix.trace_fin_two]
  have hdet : (!![0, (T.card : ℝ); (S.card : ℝ), 0]).det = -((S.card : ℝ) * T.card) := by
    rw [Matrix.det_fin_two_of]
    ring
  have key := Matrix.charpoly_mul_comm'
    (Matrix.of fun v => ![ind S v, ind T v] : Matrix V (Fin 2) ℝ)
    (Matrix.of ![ind T, ind S] : Matrix (Fin 2) V ℝ)
  rw [← hA, hB, Matrix.charpoly_fin_two, htr, hdet, Fintype.card_fin] at key
  rw [key, C_0, C_neg]
  ring

omit [Fintype V] [DecidableEq V] in
/-- A set of sites touching every edge has at least as many sites as any matching has edges. -/
theorem matching_le_cover {G : SimpleGraph V} {k : ℕ} (hk : HasMatching G k) (K : Finset V)
    (hK : ∀ u v, G.Adj u v → u ∈ K ∨ v ∈ K) : k ≤ K.card := by
  obtain ⟨p, q, hadj, hinj⟩ := hk
  -- choose for each edge an end point in the cover
  have hex : ∀ i, ∃ x : Fin k ⊕ Fin k, Sum.elim p q x ∈ K ∧ Sum.elim id id x = i := by
    intro i
    rcases hK _ _ (hadj i) with hi | hi
    · exact ⟨Sum.inl i, hi, rfl⟩
    · exact ⟨Sum.inr i, hi, rfl⟩
  choose g hg hgi using hex
  calc k = (Finset.univ : Finset (Fin k)).card := by simp
    _ ≤ K.card := Finset.card_le_card_of_injOn (fun i => Sum.elim p q (g i))
      (fun i _ => hg i) (fun i _ j _ hij =>
        (hgi i).symm.trans ((congrArg (Sum.elim id id) (hinj hij)).trans (hgi j)))

omit [Fintype V] [DecidableEq V] in
/-- The matching number of a complete bipartite graph with isolated sites is the size of
its smaller block. -/
theorem biclique_matchingNumber {S T : Finset V} (h : Disjoint S T) :
    IsMatchingNumber (biclique S T) (min S.card T.card) := by
  have pick : ∀ (K : Finset V) (k : ℕ), k ≤ K.card →
      ∃ p : Fin k → V, Function.Injective p ∧ ∀ i, p i ∈ K := fun K k hk =>
    ⟨fun i => (K.equivFin.symm (Fin.castLE hk i)).1,
      fun i j hij => Fin.castLE_injective hk (K.equivFin.symm.injective (Subtype.ext hij)),
      fun i => (K.equivFin.symm (Fin.castLE hk i)).2⟩
  constructor
  · -- pair off the two blocks
    obtain ⟨p, hp, hpS⟩ := pick S (min S.card T.card) (min_le_left _ _)
    obtain ⟨q, hq, hqT⟩ := pick T (min S.card T.card) (min_le_right _ _)
    have hpq : ∀ i j, p i ≠ q j := fun i j e =>
      Finset.disjoint_left.mp h (hpS i) (by rw [e]; exact hqT j)
    refine ⟨p, q, fun i => (biclique_adj h _ _).mpr (Or.inl ⟨hpS i, hqT i⟩), ?_⟩
    rintro (i | i) (j | j) hij
    · exact congrArg Sum.inl (hp hij)
    · exact absurd hij (hpq i j)
    · exact absurd hij.symm (hpq j i)
    · exact congrArg Sum.inr (hq hij)
  · -- each block is a vertex cover
    intro n hn
    refine le_min (matching_le_cover hn S ?_) (matching_le_cover hn T ?_) <;>
    · intro u v huv
      have := (biclique_adj h u v).mp huv
      tauto

/-- Let `S` and `T` be disjoint blocks of at least two sites each. On `|S||T| + 1` sites, the star
and the complete bipartite graph on blocks `S`, `T` are isospectral; the star is connected with
matching number 1, the other graph is disconnected with matching number `min |S| |T|`. -/
theorem star_biclique_isospectral (c : V) {S T : Finset V} (h : Disjoint S T)
    (hS : 2 ≤ S.card) (hT : 2 ≤ T.card) (hV : Fintype.card V = S.card * T.card + 1) :
    (adjacency (starAt c)).charpoly = (adjacency (biclique S T)).charpoly ∧
    (starAt c).Connected ∧ ¬ (biclique S T).Connected ∧
    IsMatchingNumber (starAt c) 1 ∧
    IsMatchingNumber (biclique S T) (min S.card T.card) := by
  have hc : Disjoint ({c} : Finset V) {c}ᶜ := disjoint_compl_right
  have hcard : ({c}ᶜ : Finset V).card = S.card * T.card := by
    rw [Finset.card_compl, Finset.card_singleton, hV, Nat.add_sub_cancel]
  refine ⟨?_, ?_, ?_, ?_, biclique_matchingNumber h⟩
  · apply mul_left_cancel₀ (pow_ne_zero 2 (X_ne_zero (R := ℝ)))
    rw [starAt, biclique_charpoly hc, biclique_charpoly h, hcard, Finset.card_singleton]
    push_cast
    rw [one_mul]
  · rw [SimpleGraph.connected_iff_exists_forall_reachable]
    refine ⟨c, fun w => ?_⟩
    by_cases hw : w = c
    · rw [hw]
    · exact SimpleGraph.Adj.reachable ((biclique_adj hc c w).mpr (Or.inl (by simp [hw])))
  · intro hcon
    -- counting sites leaves at least one outside both blocks
    have hex : ∃ v, v ∉ S ∪ T := by
      by_contra hno
      have hu : S ∪ T = Finset.univ :=
        Finset.eq_univ_iff_forall.mpr fun v => by_contra fun hv => hno ⟨v, hv⟩
      have h1 := Finset.card_union_of_disjoint h
      rw [hu, Finset.card_univ, hV] at h1
      obtain ⟨a, ha⟩ := Nat.exists_eq_add_of_le hS
      obtain ⟨b, hb⟩ := Nat.exists_eq_add_of_le hT
      rw [ha, hb] at h1
      nlinarith [Nat.zero_le (a * b)]
    obtain ⟨v, hv⟩ := hex
    rw [Finset.mem_union, not_or] at hv
    obtain ⟨w, hw⟩ := Finset.card_pos.mp (by omega : 0 < S.card)
    obtain ⟨p⟩ := hcon.preconnected v w
    cases p with
    | nil => exact hv.1 hw
    | cons e _ =>
      have := (biclique_adj h _ _).mp e
      tauto
  · have h1 := biclique_matchingNumber hc
    have hpos : 1 ≤ S.card * T.card := Nat.mul_pos (by omega) (by omega)
    rw [hcard, Finset.card_singleton, min_eq_left hpos] at h1
    exact h1

/-- The five-site star and the four-ring 1-2-3-4 with isolated site 0 both have
characteristic polynomial `X⁵ - 4X³`, with matching numbers 1 and 2. -/
theorem five_sites :
    (adjacency (starAt (0 : Fin 5))).charpoly = X ^ 5 - C 4 * X ^ 3 ∧
    (adjacency (biclique ({1, 3} : Finset (Fin 5)) {2, 4})).charpoly = X ^ 5 - C 4 * X ^ 3 ∧
    IsMatchingNumber (starAt (0 : Fin 5)) 1 ∧
    IsMatchingNumber (biclique ({1, 3} : Finset (Fin 5)) {2, 4}) 2 := by
  have h : Disjoint ({1, 3} : Finset (Fin 5)) {2, 4} := by decide
  have hS : ({1, 3} : Finset (Fin 5)).card = 2 := by decide
  have hT : ({2, 4} : Finset (Fin 5)).card = 2 := by decide
  obtain ⟨h1, _, _, h4, h5⟩ := star_biclique_isospectral (0 : Fin 5) h hS.ge hT.ge
    (by rw [hS, hT, Fintype.card_fin])
  have hP : (adjacency (biclique ({1, 3} : Finset (Fin 5)) {2, 4})).charpoly =
      X ^ 5 - C 4 * X ^ 3 := by
    apply mul_left_cancel₀ (pow_ne_zero 2 (X_ne_zero (R := ℝ)))
    have h22 : ((2 : ℕ) : ℝ) * ((2 : ℕ) : ℝ) = 4 := by norm_num
    rw [biclique_charpoly h, hS, hT, h22, Fintype.card_fin]
    ring
  rw [hS, hT, min_self] at h5
  exact ⟨h1.trans hP, hP, h4, h5⟩

/-- No function of the characteristic polynomial returns the matching number of every graph
on five sites. -/
theorem matchingNumber_not_spectral :
    ¬ ∃ f : ℝ[X] → ℕ, ∀ G : SimpleGraph (Fin 5),
      IsMatchingNumber G (f (adjacency G).charpoly) := by
  rintro ⟨f, hf⟩
  obtain ⟨h1, h2, h3, h4⟩ := five_sites
  have e1 := IsGreatest.unique (hf _) h3
  have e2 := IsGreatest.unique (hf _) h4
  rw [h1] at e1
  rw [h2] at e2
  omega

end

end IsospectralMatching
```

```lean
#print axioms IsospectralMatching.matchingNumber_not_spectral
-- 'IsospectralMatching.matchingNumber_not_spectral' depends on axioms: [propext, Classical.choice, Quot.sound]
```

## The statements in words

The sites are the elements of a finite type `V`, and `adjacency G` is the real matrix with entry $1$ for an edge and $0$ otherwise. `biclique S T` is the graph on two blocks; its constructor `SimpleGraph.fromRel` makes the relation symmetric and removes loops. `starAt c` is the same construction with blocks `{c}` and its complement. "Isospectral" means equality of `charpoly`, as polynomials over the reals. In the Lean statements `C` turns a real number into a constant polynomial; it is not the matrix $C$ of the derivation.

`HasMatching G k` contains the two lists as maps `p` and `q` from `Fin k`, with injectivity of the combined map `Sum.elim p q` expressing that all end points differ. `IsMatchingNumber G k` says that $k$ is the greatest size attained.

`star_biclique_isospectral` is the general comparison. Its hypotheses are disjoint blocks, at least two sites in each, and the site count `hV`. Taking $|S|=|T|=k$ on $k^2+1$ sites gives isospectral graphs with matching numbers $1$ and $k$, for any $k\ge2$.

`five_sites` uses sites $0$ to $4$: the star is centred on $0$, and blocks $\{1,3\}$ and $\{2,4\}$ form the ring 1-2-3-4. It records the polynomials and matching numbers; the difference in connectivity comes from the general theorem. `matchingNumber_not_spectral` then excludes every function `f` from real polynomials to natural numbers that would be right for all graphs on five sites.

## How the lemmas follow the derivation

`biclique_adj` turns an edge into membership of opposite blocks. In `biclique_charpoly`, `hA` is the factorisation $A=BC$, checked by cases on which blocks contain the two sites, and `hB` is the product $CB$. `Matrix.charpoly_mul_comm'` supplies the exchange of factors, after which the trace and determinant of the $2\times2$ matrix give its polynomial.

`matching_le_cover` chooses an end of each edge in the cover. The choice remembers which edge it came from, so two edges with the same chosen site must be the same edge. `biclique_matchingNumber` applies this bound to both blocks and builds the pairing that attains it.

The general theorem cancels $X^2$ to equate the polynomials. For disconnection, it assumes that the blocks fill `V` and reaches an arithmetic contradiction, which yields a site outside both. A walk from that site to a site of $S$ would either be empty, placing the site in $S$, or start with an edge that the site does not have. `five_sites` substitutes the block sizes, and the last theorem compares the two values forced on `f`.

## Overlapping blocks, connected graphs and rounding

Disjointness of the blocks matters. On five sites take $S=T=\{0,1\}$. The size conditions still hold, since $5=2\cdot2+1$, but with loops removed the graph has the single edge 0-1. Its polynomial is $X^5-X^3$, not that of the star, and its matching number is $1$, not $\min(|S|,|T|)=2$.

The theorems concern finite simple graphs with equal edge weights. One member of each pair is disconnected, so they leave open whether the spectrum fixes the matching number within a narrower class, such as connected graphs. They also show only that the polynomial alone is insufficient; they do not decide whether adding other graph data, such as the number of components, would be enough.

The equality of polynomials is exact. How closely the eigenvalues from a floating-point routine agree, and which tolerance a program should use to compare them, are separate numerical questions. The Hückel Hamiltonian belongs to the interpretation given above; the file itself treats only adjacency matrices.
